# Plain SCF iteration for one repulsive Fermi–Dirac level converges when the thermal energy exceeds a quarter of the repulsion

Consider a level whose energy rises as it fills. If an SCF iteration starts with the level nearly empty, its energy is low and the next occupation can be nearly one. That raises the level above the chemical potential, and the following step empties it again. At low temperature this alternation can go on forever, although a self-consistent occupation exists.

Let $B=1/(k_BT)$ be the inverse temperature, $U$ the repulsion strength and $e$ the bare level energy measured from the chemical potential. For an input occupation $n$, the output is
$$F(n)=\frac{1}{1+\exp(B(e+Un))}.$$
For $B,U\ge 0$ and $BU<4$, repeated application of $F$ converges from every real start to the only fixed point, which lies in $(0,1)$. For this single level at fixed chemical potential, the result shows how much thermal smearing is enough to keep an unmixed SCF iteration from oscillating forever.

## Any real level energy $e$

The parameter $e$ says where the empty level sits relative to the chemical potential. The convergence theorem puts no condition on it, because the estimates below hold wherever the level lies.

In Lean, `occ B e U n` is $F(n)$, and `occ B e U` is the map itself. All quantities are real numbers, with $B$ and $U$ in reciprocal units so that $BU$ is dimensionless. The model has one level and a mean-field energy linear in its occupation. It does not readjust the chemical potential to conserve particle number, as a calculation with a fixed electron count would.

```lean
import Mathlib

open Filter Topology Set

namespace SmearedSCF

noncomputable section

/-- Fermi-Dirac occupation, at inverse temperature `B`, of a level whose mean-field energy
`e + U * n`, measured from the chemical potential, depends on the input occupation `n`. -/
def occ (B e U n : ℝ) : ℝ := 1 / (1 + Real.exp (B * (e + U * n)))
```

Write $E=\exp(B(e+Un))$. Since $E>0$, the fraction $F=1/(1+E)$ lies strictly between 0 and 1. The first lemma proves this from the positivity of the exponential.

```lean
/-- The output occupation lies strictly between zero and one. -/
theorem occ_mem_Ioo (B e U n : ℝ) : occ B e U n ∈ Ioo (0 : ℝ) 1 := by
  have hE := Real.exp_pos (B * (e + U * n))
  constructor
  · unfold occ
    positivity
  · rw [occ, div_lt_one (by positivity)]
    linarith
```

For the response to a change of input, the chain rule gives
$$F'(n)=-\frac{BU\,E}{(1+E)^2}=-BU\,F(n)(1-F(n)),$$
because $1-F=E/(1+E)$. The Lean proof differentiates the exponent (`h0`), then the denominator (`h1`), then the quotient, and `field_simp` and `ring` bring the result to this form.

```lean
/-- The response of the output occupation to the input occupation is `-B U F (1 - F)`,
where `F` is the output occupation. -/
theorem hasDerivAt_occ (B e U n : ℝ) :
    HasDerivAt (occ B e U) (-(B * U) * (occ B e U n * (1 - occ B e U n))) n := by
  have h0 : HasDerivAt (fun x : ℝ => B * (e + U * x)) (B * U) n :=
    ((((hasDerivAt_id' n).const_mul U).const_add e).const_mul B).congr_deriv (by ring)
  have h1 : HasDerivAt (fun x : ℝ => 1 + Real.exp (B * (e + U * x)))
      (Real.exp (B * (e + U * n)) * (B * U)) n := h0.exp.const_add 1
  have hne : 1 + Real.exp (B * (e + U * n)) ≠ 0 := by positivity
  refine ((hasDerivAt_const n (1 : ℝ)).fun_div h1 hne).congr_deriv ?_
  simp only [occ]
  field_simp
  ring
```

## Nonnegative inverse temperature and repulsion: $B\ge 0$, $U\ge 0$

The condition on $B$ covers every positive temperature and, at $B=0$, the infinite-temperature limit. The condition on $U$ says that filling the level never lowers its energy. Together they make $F$ nonincreasing and $BU/4$ a nonnegative constant.

The size of the slope follows from
$$F(1-F)=\tfrac14-\left(F-\tfrac12\right)^2\le\tfrac14,$$
so $|F'|\le BU/4$ everywhere. The mean value inequality then gives, for any two inputs $x$ and $y$,
$$|F(x)-F(y)|\le\frac{BU}{4}|x-y|.$$
This is the statement of `occ_lipschitz`. In its proof, `nlinarith` gets the bound $1/4$ from the same square, and the final step applies the mean value inequality on the whole real line.

```lean
/-- For nonnegative inverse temperature and repulsion, the occupation map is Lipschitz
with constant `B U / 4`. -/
theorem occ_lipschitz {B U : ℝ} (hB : 0 ≤ B) (hU : 0 ≤ U) (e x y : ℝ) :
    |occ B e U x - occ B e U y| ≤ B * U / 4 * |x - y| := by
  have hBU : 0 ≤ B * U := mul_nonneg hB hU
  have bound : ∀ z ∈ (univ : Set ℝ),
      ‖-(B * U) * (occ B e U z * (1 - occ B e U z))‖ ≤ B * U / 4 := by
    intro z _
    obtain ⟨hp, hq⟩ := occ_mem_Ioo B e U z
    -- the occupation fluctuation F (1 - F) is at most 1/4
    have h0 : 0 ≤ occ B e U z * (1 - occ B e U z) :=
      mul_nonneg hp.le (by linarith)
    have h1 : occ B e U z * (1 - occ B e U z) ≤ 1 / 4 := by
      nlinarith [sq_nonneg (occ B e U z - 1 / 2)]
    have h2 := mul_nonneg hBU h0
    have h3 := mul_le_mul_of_nonneg_left h1 hBU
    rw [Real.norm_eq_abs, abs_le]
    constructor <;> linarith
  exact Convex.norm_image_sub_le_of_norm_hasDerivWithin_le
    (fun z _ => (hasDerivAt_occ B e U z).hasDerivWithinAt) bound convex_univ
    (mem_univ y) (mem_univ x)
```

The same two hypotheses give a unique self-consistent occupation, with no upper limit on $BU$. For existence, consider $n-F(n)$. It equals $-F(0)<0$ at $n=0$ and $1-F(1)>0$ at $n=1$, so by continuity it vanishes somewhere between. The fixed point is a value of $F$ and therefore lies in $(0,1)$. For uniqueness, let $m\le n$ both be fixed. Since $F$ is nonincreasing, $n=F(n)\le F(m)=m$, hence $m=n$.

In the Lean statement, `Ioo (0 : ℝ) 1` is the open interval, and the last clause says that any real `m` with `occ B e U m = m` equals `n`. The proof obtains the sign change as `hmem` and the monotonicity as `hanti`.

```lean
/-- For nonnegative inverse temperature and repulsion there is exactly one real
self-consistent occupation, and it lies strictly between zero and one. -/
theorem exists_unique_selfConsistent {B U : ℝ} (hB : 0 ≤ B) (hU : 0 ≤ U) (e : ℝ) :
    ∃ n ∈ Ioo (0 : ℝ) 1, occ B e U n = n ∧ ∀ m, occ B e U m = m → m = n := by
  have hc : Continuous (occ B e U) :=
    continuous_iff_continuousAt.mpr fun x => (hasDerivAt_occ B e U x).continuousAt
  have hanti : ∀ x y, x ≤ y → occ B e U y ≤ occ B e U x := by
    intro x y hxy
    simp only [occ]
    apply one_div_le_one_div_of_le (by positivity)
    gcongr
  -- input minus output changes sign on [0, 1]
  have hmem : (0 : ℝ) ∈ Icc ((0 : ℝ) - occ B e U 0) (1 - occ B e U 1) :=
    ⟨by linarith [(occ_mem_Ioo B e U 0).1], by linarith [(occ_mem_Ioo B e U 1).2]⟩
  obtain ⟨n, -, hn⟩ := intermediate_value_Icc (zero_le_one' ℝ)
    (continuous_id.sub hc).continuousOn hmem
  have hn0 : n - occ B e U n = 0 := hn
  have hfix : occ B e U n = n := by linarith
  refine ⟨n, hfix ▸ occ_mem_Ioo B e U n, hfix, fun m hm => ?_⟩
  -- a nonincreasing map has at most one fixed point
  rcases le_total m n with h | h
  · have := hanti m n h
    linarith
  · have := hanti n m h
    linarith
```

If the interaction is attractive, $F$ increases with its input, and uniqueness can fail when $BU<-4$. Take $e=-U/2$. Then $1/2$ is a fixed point at which $F$ has slope $-BU/4>1$, so $F(n)<n$ just to its left, while $F(0)>0$. A second fixed point therefore lies in $(0,1/2)$, and the symmetry $F(1-n)=1-F(n)$, derived below, supplies a third.

## Enough thermal smearing: $BU<4$

In terms of temperature the condition reads $k_BT>U/4$: the thermal width of the occupation step must exceed a quarter of the energy shift caused by filling the level. It makes the Lipschitz constant less than one.

Let $n$ now be the fixed point, $x$ the start and $x_k$ the occupation after $k$ steps, with $x_0=x$. Then
$$|x_{k+1}-n|=|F(x_k)-F(n)|\le\frac{BU}{4}|x_k-n|,$$
and induction gives
$$|x_k-n|\le\left(\frac{BU}{4}\right)^k|x-n|.$$
Lean writes $x_k$ as `(occ B e U)^[k] x`. The theorem `scf_error_bound` takes the fixed-point equation as its hypothesis `hn` and does not need $BU<4$; without that condition the bound is still true but need not shrink.

```lean
/-- For nonnegative inverse temperature and repulsion, `k` plain SCF steps multiply the
distance to a self-consistent occupation by at most `(B U / 4) ^ k`. -/
theorem scf_error_bound {B U : ℝ} (hB : 0 ≤ B) (hU : 0 ≤ U) {e n : ℝ}
    (hn : occ B e U n = n) (x : ℝ) (k : ℕ) :
    |(occ B e U)^[k] x - n| ≤ (B * U / 4) ^ k * |x - n| := by
  induction k with
  | zero => simp
  | succ k ih =>
    have hK : 0 ≤ B * U / 4 := by positivity
    have hstep := occ_lipschitz hB hU e ((occ B e U)^[k] x) n
    rw [hn] at hstep
    rw [Function.iterate_succ_apply']
    calc |occ B e U ((occ B e U)^[k] x) - n|
        ≤ B * U / 4 * |(occ B e U)^[k] x - n| := hstep
      _ ≤ B * U / 4 * ((B * U / 4) ^ k * |x - n|) := mul_le_mul_of_nonneg_left ih hK
      _ = (B * U / 4) ^ (k + 1) * |x - n| := by ring
```

When $BU<4$, the powers tend to zero and the error is squeezed to zero with them. The theorem `scf_converges` takes its fixed point from the existence theorem, so `hn` is no longer an assumption. Its `Tendsto` clause is ordinary convergence of the sequence as $k$ grows. The start may be any real number, even one that is not a physical occupation, since the first step already lands in $(0,1)$.

```lean
/-- For nonnegative `B` and `U` with `B U < 4`, plain iteration of the occupation map from any real
start converges to the only self-consistent occupation, which lies strictly between zero and one. -/
theorem scf_converges {B U : ℝ} (hB : 0 ≤ B) (hU : 0 ≤ U) (hBU : B * U < 4) (e : ℝ) :
    ∃ n ∈ Ioo (0 : ℝ) 1, occ B e U n = n ∧ (∀ m, occ B e U m = m → m = n) ∧
      ∀ x, Tendsto (fun k : ℕ => (occ B e U)^[k] x) atTop (𝓝 n) := by
  obtain ⟨n, hmem, hn, huniq⟩ := exists_unique_selfConsistent hB hU e
  refine ⟨n, hmem, hn, huniq, fun x => ?_⟩
  have hK : 0 ≤ B * U / 4 := by positivity
  have hlim := (tendsto_pow_atTop_nhds_zero_of_lt_one hK (by linarith)).mul_const |x - n|
  rw [zero_mul] at hlim
  refine tendsto_iff_dist_tendsto_zero.mpr
    (squeeze_zero (fun _ => dist_nonneg) (fun k => ?_) hlim)
  rw [Real.dist_eq]
  exact scf_error_bound hB hU hn x k
```

## Above the threshold at the symmetric level position: $e=-U/2$, $BU>4$

If $BU<4$ is replaced by a condition that admits values above 4, convergence from every start fails for at least one level position. At $e=-U/2$ the exponent is $BU(n-1/2)$, which changes sign when $n$ is replaced by $1-n$. Hence $E$ becomes $1/E$, and
$$F(1-n)=\frac{1}{1+1/E}=\frac{E}{1+E}=1-F(n).$$
This is particle-hole symmetry: exchanging occupation and vacancy in the input exchanges them in the output. It holds for all real $B$ and $U$.

```lean
/-- Particle-hole symmetry: for `e = -U / 2`, exchanging input occupation and input vacancy
exchanges output occupation and output vacancy. -/
theorem occ_particle_hole (B U n : ℝ) :
    occ B (-U / 2) U (1 - n) = 1 - occ B (-U / 2) U n := by
  have h : B * (-U / 2 + U * (1 - n)) = -(B * (-U / 2 + U * n)) := by ring
  have hE := Real.exp_pos (B * (-U / 2 + U * n))
  simp only [occ]
  rw [h, Real.exp_neg]
  generalize Real.exp (B * (-U / 2 + U * n)) = E at hE
  have h1 : 1 + E ≠ 0 := by positivity
  have h2 : 1 + E⁻¹ ≠ 0 := by positivity
  rw [div_eq_iff h2]
  field_simp
  ring
```

In particular $F(1/2)=1/2$, with slope $-BU/4$. Consider $h(n)=F(n)+n$. It satisfies $h(1/2)=1$ and $h'(1/2)=1-BU/4<0$, so some $y\in(0,1/2)$ has $h(y)>1$. Since $h(0)=F(0)<1$, continuity gives an $n\in[0,y]$ with $h(n)=1$, that is, $F(n)=1-n$. Because $F(n)<1$, this $n$ is positive, and by symmetry $F(1-n)=1-F(n)=n$. As $n<1/2$, the two occupations differ, and an iteration started at $n$ alternates between them forever.

The Lean proof finds $y$ from the negative limit of the difference quotients, `hev`, restricted to points left of one half. It records only $h(y)\ge1$, as `hgy`, which is enough for the intermediate value theorem.

```lean
/-- For `e = -U / 2` and `B U > 4`, some occupation `n` below one half is sent to `1 - n` by one SCF
step and recovered by the next. -/
theorem scf_two_cycle {B U : ℝ} (hBU : 4 < B * U) :
    ∃ n ∈ Ioo (0 : ℝ) (1 / 2),
      occ B (-U / 2) U n = 1 - n ∧ occ B (-U / 2) U (1 - n) = n := by
  have hhalf : occ B (-U / 2) U (1 / 2) = 1 / 2 := by
    have h : B * (-U / 2 + U * (1 / 2)) = 0 := by ring
    rw [occ, h, Real.exp_zero]
    norm_num
  have hc : Continuous (occ B (-U / 2) U) :=
    continuous_iff_continuousAt.mpr fun x => (hasDerivAt_occ B (-U / 2) U x).continuousAt
  -- output plus input has negative slope at one half
  have hd : HasDerivAt (fun x => occ B (-U / 2) U x + x) (1 - B * U / 4) (1 / 2) := by
    refine ((hasDerivAt_occ B (-U / 2) U (1 / 2)).fun_add
      (hasDerivAt_id' (1 / 2 : ℝ))).congr_deriv ?_
    rw [hhalf]
    ring
  have hev := (hasDerivAt_iff_tendsto_slope.mp hd).eventually_lt_const
    (show 1 - B * U / 4 < 0 by linarith)
  have hleft := hev.filter_mono (nhdsWithin_mono (1 / 2 : ℝ)
    (show Iio (1 / 2 : ℝ) ⊆ {1 / 2}ᶜ from fun z hz => (mem_Iio.mp hz).ne))
  obtain ⟨y, hy, hy0, hy1⟩ :=
    (hleft.and (Ioo_mem_nhdsLT (show (0 : ℝ) < 1 / 2 by norm_num))).exists
  rw [slope_def_field, hhalf] at hy
  have hgy : 1 ≤ occ B (-U / 2) U y + y := by
    by_contra hcon
    exact absurd hy (not_lt_of_ge
      (div_nonneg_of_nonpos (by linarith) (by linarith)))
  -- so output plus input equals one somewhere between 0 and y
  have hmem : (1 : ℝ) ∈ Icc (occ B (-U / 2) U 0 + 0) (occ B (-U / 2) U y + y) :=
    ⟨by linarith [(occ_mem_Ioo B (-U / 2) U 0).2], hgy⟩
  obtain ⟨n, hnI, hn⟩ := intermediate_value_Icc hy0.le
    (hc.add continuous_id).continuousOn hmem
  have hn1 : occ B (-U / 2) U n + n = 1 := hn
  refine ⟨n, ⟨by linarith [(occ_mem_Ioo B (-U / 2) U n).2], lt_of_le_of_lt hnI.2 hy1⟩,
    by linarith, ?_⟩
  rw [occ_particle_hole]
  linarith

end

end SmearedSCF
```

```lean
#print axioms SmearedSCF.scf_converges
#print axioms SmearedSCF.scf_two_cycle
```

```
'SmearedSCF.scf_converges' depends on axioms: [propext, Classical.choice, Quot.sound]
'SmearedSCF.scf_two_cycle' depends on axioms: [propext, Classical.choice, Quot.sound]
```

The oscillation is established at the symmetric position and for particular starts; the start $1/2$, for instance, stays where it is. At other values of $e$ the slope can be small throughout $[0,1]$, and plain iteration can then converge even with $BU>4$. The two theorems leave the borderline $BU=4$ undecided.

## Linear mixing for any repulsion

The slope estimate also handles a damped iteration. Replace each step by
$$G(x)=(1-a)x+aF(x),\qquad a>0,$$
where $a$ is the mixing parameter. The fixed points are those of $F$. For $B,U\ge0$, the derivative of $G$ lies between $1-a(1+BU/4)$ and $1-a$. If
$$0<a<\frac{2}{1+BU/4},$$
both bounds lie strictly between $-1$ and $1$, so $G$ is a contraction and the same induction gives convergence from any real start, however large $BU$ is. This extension is argued here in prose and has no theorem in the code.
